# A conserved energy for extended Lagrangian Born–Oppenheimer dynamics with a constant symmetric interaction kernel

## Density response and force as given functions

The electronic density response $\rho(R,n)$ and the nuclear force $F(R,n)$ are taken here as given functions of the nuclear coordinates $R$ and an auxiliary density $n$. No electronic minimisation is carried out. What ties the two functions together is a shadow potential $U(R,n)$, a differentiable function with

$$
\nabla_R U=-F(R,n),\qquad \nabla_n U=G\,(\rho(R,n)-n),
$$

where $G$ is a constant real matrix, called the interaction kernel or simply the kernel below. Some extended Lagrangian schemes also use the word kernel for a matrix in front of $\rho-n$ in the equation of motion of $n$. Here that factor is a plain number.

The second condition stands for a property of shadow potentials built by linearisation. Suppose the only term of the electronic energy that is linearised is an interaction term $\tfrac12\langle\rho,G\rho\rangle$ with constant symmetric $G$, such as a Hartree term on a fixed grid. Linearised about $n$, this term becomes $\langle n,G\rho\rangle-\tfrac12\langle n,Gn\rangle$. Its $n$-gradient at fixed $\rho$ is $G(\rho-n)$, and at a stationary $\rho$ the response of $\rho$ to $n$ adds nothing at first order.

## Equations of motion and the conserved quantity

Write $V=R'$ and $u=n'$ for the velocities, $M_i$ for the mass of nuclear coordinate $i$, and $w$ for the frequency parameter of the auxiliary density. The dynamics is

$$
M_iV_i'=F_i(R,n),\qquad u'=w^2\,(\rho(R,n)-n).
$$

The auxiliary density is thus accelerated towards the response density and does not have to equal it. Define

$$
E=\sum_i\tfrac12M_iV_i^2+U(R,n),\qquad
T=\frac{\langle u,Gu\rangle}{2w^2}.
$$

Here $E$ is the usual nuclear-plus-shadow energy and $T$ is a kinetic term of the auxiliary density. If $G$ is symmetric and the masses and $w$ are nonzero, then $E-T$ is constant along every trajectory.

In molecular dynamics driven by electronic structure, energy conservation is a common check on a simulation. For this finite-dimensional model in continuous time, the result identifies a variation of $E$ that is present before any time step is introduced.

## The two energy rates

By the chain rule and Newton's equation,

$$
\begin{aligned}
E'&=\sum_iM_iV_iV_i'-\sum_iF_iV_i+\langle G(\rho-n),u\rangle\\
&=\sum_iF_iV_i-\sum_iF_iV_i+\langle G(\rho-n),u\rangle\\
&=\langle G(\rho-n),u\rangle .
\end{aligned}
$$

For $T$, the product rule gives two terms, which are equal because $G$ is symmetric:

$$
\begin{aligned}
T'&=\frac{\langle u',Gu\rangle+\langle u,Gu'\rangle}{2w^2}
=\frac{\langle u,Gu'\rangle}{w^2}\\
&=\frac{w^2\langle u,G(\rho-n)\rangle}{w^2}
=\langle G(\rho-n),u\rangle .
\end{aligned}
$$

Hence $(E-T)'=0$ at all times, and $E-T$ is constant. Between two times $s$ and $t$ this reads

$$
E(t)-E(s)=T(t)-T(s).
$$

If $G$ is also positive semidefinite and $\langle u,Gu\rangle\le K$ at all times, both values of $T$ lie between $0$ and $K/(2w^2)$, so

$$
|E(t)-E(s)|\le \frac{K}{2w^2}.
$$

The number $K$ belongs to the trajectory and may itself change with $w$. The bound alone therefore does not establish a decay of the fluctuation as $w^{-2}$.

## A linear model with a visible fluctuation

Take one nuclear coordinate and one density variable, both measured from reference values so that they may be negative, with $M=w=1$, $G=\tfrac12$ and

$$
\rho=R-\tfrac n2,\qquad F=-\tfrac n2,\qquad U=\tfrac12Rn-\tfrac38n^2.
$$

The gradients are $\partial_RU=n/2=-F$ and $\partial_nU=\tfrac12R-\tfrac34n=\tfrac12(\rho-n)$, as required. The functions $R=\cos t$ and $n=2\cos t$ solve the equations of motion, since $R''=-\cos t=-n/2$ and $n''=-2\cos t=\rho-n$. Along this trajectory

$$
E=\tfrac12\sin^2t+\cos^2t-\tfrac32\cos^2t=\sin^2t-\tfrac12,
\qquad T=\sin^2t .
$$

The usual energy oscillates, while $E-T=-\tfrac12$ stays fixed. On this trajectory $\rho=0$ at all times, so $n$ does not follow the response density closely. The example shows that $E$ can vary, not how large the variation is in a realistic simulation.

## An asymmetric kernel that breaks conservation

With no condition on $G$, the conclusion can fail. The following counter-example is purely mathematical and does not describe a physical interaction. Take a nucleus at rest, $F=0$, $U=0$, $w=1$, two density variables, and

$$
G=\begin{pmatrix}0&1\\0&0\end{pmatrix},\qquad \rho(R,n)=n+\begin{pmatrix}1\\0\end{pmatrix}.
$$

Then $G(\rho-n)=0$, so $U=0$ has the required gradients. The density $n=(t^2/2,\,t)$ has $u=(t,1)$ and $u'=(1,0)=\rho-n$, so it solves the density equation. But $E=0$ and $\langle u,Gu\rangle=t$, which gives $E-T=-t/2$.

## The Lean statement in physical terms

The finite types `ι` and `κ` label nuclear coordinates and density variables. A nucleus in three dimensions uses three labels in `ι`, normally with equal masses. The symbol `⬝ᵥ` is the real dot product and `*ᵥ` is matrix acting on vector.

`IsShadowPotential G ρ F U` says that at every point $(R,n)$ the potential has a joint Fréchet derivative `L`, and that a displacement $(x,y)$ changes $U$ to first order by $-F\cdot x+G(\rho-n)\cdot y$. Both gradient conditions are contained in this formula. Asking for a derivative at every point excludes the bare Coulomb repulsion between nuclei, which is singular where two nuclei meet. The calculation by hand uses the derivative only at points that the trajectory visits, so it also holds for such a potential as long as no nuclei collide.

`IsTrajectory` contains the equations of motion in first-order form, for all real times. `physicalEnergy` is $E$, `densityKinetic` is $T$, and `extendedEnergy` is $E-T$. The theorem `extendedEnergy_conserved` says that the last of these agrees at any two times `s` and `t`. The hypotheses `hM` and `hw` ask for nonzero masses and frequency, which includes the physical case of positive values.

The existence of a trajectory is assumed in the general theorems. The model has no thermostat, no dissipation in the density equation, no time-step error and no kernel that varies with $R$ or $n$. The last restriction leaves out a Hartree matrix written in atom-centred functions, which changes as the atoms move. It also leaves out the local density approximation, whose exchange–correlation kernel depends on the density.

```lean
import Mathlib

open Matrix

namespace ExtendedLagrangianBO

noncomputable section

variable {ι κ : Type*} [Fintype ι] [Fintype κ]

/-- The shadow potential `U(R,n)` is differentiable, its nuclear gradient is minus the force `F`,
and its density gradient is `G (ρ(R,n) - n)`. -/
def IsShadowPotential (G : Matrix κ κ ℝ) (ρ : (ι → ℝ) → (κ → ℝ) → κ → ℝ)
    (F : (ι → ℝ) → (κ → ℝ) → ι → ℝ) (U : (ι → ℝ) → (κ → ℝ) → ℝ) : Prop :=
  ∀ R n, ∃ L : (ι → ℝ) × (κ → ℝ) →L[ℝ] ℝ,
    HasFDerivAt (fun p : (ι → ℝ) × (κ → ℝ) => U p.1 p.2) L (R, n) ∧
    ∀ x y, L (x, y) = -(F R n ⬝ᵥ x) + (G *ᵥ (ρ R n - n)) ⬝ᵥ y

/-- The equations of motion `R'' = F / M` and `n'' = w² (ρ(R,n) - n)`, for nonzero masses `M`,
with `V` the nuclear velocity and `u` the velocity of the auxiliary density. -/
structure IsTrajectory (M : ι → ℝ) (w : ℝ) (ρ : (ι → ℝ) → (κ → ℝ) → κ → ℝ)
    (F : (ι → ℝ) → (κ → ℝ) → ι → ℝ) (R V : ℝ → ι → ℝ) (n u : ℝ → κ → ℝ) : Prop where
  velocity : ∀ t, HasDerivAt R (V t) t
  newton : ∀ t, HasDerivAt V (fun i => F (R t) (n t) i / M i) t
  densityVelocity : ∀ t, HasDerivAt n (u t) t
  density : ∀ t, HasDerivAt u (w ^ 2 • (ρ (R t) (n t) - n t)) t

/-- The usual energy: nuclear kinetic energy plus shadow potential. -/
def physicalEnergy (M : ι → ℝ) (U : (ι → ℝ) → (κ → ℝ) → ℝ)
    (R V : ι → ℝ) (n : κ → ℝ) : ℝ :=
  ∑ i, M i * V i ^ 2 / 2 + U R n

/-- The density kinetic term `⟨u, G u⟩ / (2 w²)`, for nonzero frequency `w`. -/
def densityKinetic (G : Matrix κ κ ℝ) (w : ℝ) (u : κ → ℝ) : ℝ :=
  (u ⬝ᵥ G *ᵥ u) / (2 * w ^ 2)

/-- The extended energy: the usual energy minus the density kinetic term, for nonzero `w`. -/
def extendedEnergy (M : ι → ℝ) (G : Matrix κ κ ℝ) (w : ℝ) (U : (ι → ℝ) → (κ → ℝ) → ℝ)
    (R V : ι → ℝ) (n u : κ → ℝ) : ℝ :=
  physicalEnergy M U R V n - densityKinetic G w u

variable {M : ι → ℝ} {w : ℝ} {G : Matrix κ κ ℝ} {ρ : (ι → ℝ) → (κ → ℝ) → κ → ℝ}
  {F : (ι → ℝ) → (κ → ℝ) → ι → ℝ} {U : (ι → ℝ) → (κ → ℝ) → ℝ}
  {R V : ℝ → ι → ℝ} {n u : ℝ → κ → ℝ}

/-- For nonzero masses and a shadow potential `U`, the usual energy changes along a trajectory at
the rate `⟨G (ρ - n), n'⟩`. -/
theorem physicalEnergy_rate (hM : ∀ i, M i ≠ 0) (hU : IsShadowPotential G ρ F U)
    (h : IsTrajectory M w ρ F R V n u) (t : ℝ) :
    HasDerivAt (fun s => physicalEnergy M U (R s) (V s) (n s))
      ((G *ᵥ (ρ (R t) (n t) - n t)) ⬝ᵥ u t) t := by
  obtain ⟨L, hL, hLf⟩ := hU (R t) (n t)
  -- chain rule for the potential
  have h0 := hL.comp_hasDerivAt t ((h.velocity t).prodMk (h.densityVelocity t))
  have hpot : HasDerivAt (fun s => U (R s) (n s)) (L (V t, u t)) t := h0
  -- Newton's equation gives the power delivered to the nuclei
  have hkin : HasDerivAt (fun s => ∑ i, M i * V s i ^ 2 / 2)
      (∑ i, F (R t) (n t) i * V t i) t := by
    refine HasDerivAt.fun_sum fun i _ => ?_
    have hi : HasDerivAt (fun s => V s i) (F (R t) (n t) i / M i) t :=
      hasDerivAt_pi.1 (h.newton t) i
    have hm : M i * (F (R t) (n t) i / M i) = F (R t) (n t) i := by
      have := hM i
      field_simp
    simp only [pow_two]
    refine (((hi.fun_mul hi).const_mul (M i)).div_const 2).congr_deriv ?_
    linear_combination V t i * hm
  refine (hkin.fun_add hpot).congr_deriv ?_
  rw [hLf]
  simp only [dotProduct]
  ring

omit [Fintype ι] in
/-- For symmetric `G` and nonzero `w`, the density kinetic term changes along a trajectory at the
rate `⟨G (ρ - n), n'⟩`. -/
theorem densityKinetic_rate (hG : G.IsSymm) (hw : w ≠ 0)
    (h : IsTrajectory M w ρ F R V n u) (t : ℝ) :
    HasDerivAt (fun s => densityKinetic G w (u s))
      ((G *ᵥ (ρ (R t) (n t) - n t)) ⬝ᵥ u t) t := by
  have hsymm : ∀ a b : κ → ℝ, a ⬝ᵥ G *ᵥ b = b ⬝ᵥ G *ᵥ a := by
    intro a b
    rw [Matrix.dotProduct_mulVec, ← Matrix.mulVec_transpose, hG.eq, dotProduct_comm]
  -- product rule for the quadratic form
  have hquad : ∀ a : κ → ℝ, HasDerivAt u a t →
      HasDerivAt (fun s => u s ⬝ᵥ G *ᵥ u s) (a ⬝ᵥ G *ᵥ u t + u t ⬝ᵥ G *ᵥ a) t := by
    intro a ha
    have hi := hasDerivAt_pi.1 ha
    have h1 : HasDerivAt (fun s => ∑ i, u s i * ∑ j, G i j * u s j)
        (∑ i, (a i * ∑ j, G i j * u t j + u t i * ∑ j, G i j * a j)) t :=
      HasDerivAt.fun_sum fun i _ => (hi i).fun_mul
        (HasDerivAt.fun_sum fun j _ => (hi j).const_mul (G i j))
    refine h1.congr_deriv ?_
    simp only [dotProduct, Matrix.mulVec, Finset.sum_add_distrib]
  refine ((hquad _ (h.density t)).div_const (2 * w ^ 2)).congr_deriv ?_
  -- the factor w² of the density equation cancels
  rw [hsymm _ (u t), Matrix.mulVec_smul, dotProduct_smul, smul_eq_mul,
    dotProduct_comm (G *ᵥ _) (u t), div_eq_iff (by positivity)]
  ring

/-- For symmetric `G`, nonzero masses, nonzero `w` and a shadow potential `U`, the extended energy
has the same value at any two times of a trajectory. -/
theorem extendedEnergy_conserved (hM : ∀ i, M i ≠ 0) (hG : G.IsSymm) (hw : w ≠ 0)
    (hU : IsShadowPotential G ρ F U) (h : IsTrajectory M w ρ F R V n u) (s t : ℝ) :
    extendedEnergy M G w U (R s) (V s) (n s) (u s) =
      extendedEnergy M G w U (R t) (V t) (n t) (u t) := by
  have hd : ∀ r, HasDerivAt
      (fun r => extendedEnergy M G w U (R r) (V r) (n r) (u r)) 0 r := fun r =>
    ((physicalEnergy_rate hM hU h r).fun_sub (densityKinetic_rate hG hw h r)).congr_deriv
      (sub_self _)
  exact is_const_of_deriv_eq_zero (fun r => (hd r).differentiableAt) (fun r => (hd r).deriv) s t

/-- For symmetric `G`, nonzero masses, nonzero `w` and a shadow potential `U`, the change of the
usual energy along a trajectory between two times equals the change of the density kinetic term. -/
theorem physicalEnergy_fluctuation (hM : ∀ i, M i ≠ 0) (hG : G.IsSymm) (hw : w ≠ 0)
    (hU : IsShadowPotential G ρ F U) (h : IsTrajectory M w ρ F R V n u) (s t : ℝ) :
    physicalEnergy M U (R t) (V t) (n t) - physicalEnergy M U (R s) (V s) (n s) =
      densityKinetic G w (u t) - densityKinetic G w (u s) := by
  have hc := extendedEnergy_conserved hM hG hw hU h s t
  simp only [extendedEnergy] at hc
  linarith

/-- Let `U` be a shadow potential, `G` symmetric positive semidefinite, and the masses and `w`
nonzero. Take a trajectory of the equations of motion with `⟨n', G n'⟩ ≤ K` at all times. Then the
usual energy at any two times differs by at most `K / (2 w²)`. -/
theorem physicalEnergy_fluctuation_le (hM : ∀ i, M i ≠ 0) (hG : G.IsSymm) (hw : w ≠ 0)
    (hU : IsShadowPotential G ρ F U) (h : IsTrajectory M w ρ F R V n u)
    (hpos : ∀ x : κ → ℝ, 0 ≤ x ⬝ᵥ G *ᵥ x) {K : ℝ} (hK : ∀ t, u t ⬝ᵥ G *ᵥ u t ≤ K) (s t : ℝ) :
    |physicalEnergy M U (R t) (V t) (n t) - physicalEnergy M U (R s) (V s) (n s)| ≤
      K / (2 * w ^ 2) := by
  rw [physicalEnergy_fluctuation hM hG hw hU h s t]
  -- both values lie in the interval from 0 to K / (2 w²)
  have h0 : ∀ r, 0 ≤ densityKinetic G w (u r) := fun r =>
    div_nonneg (hpos (u r)) (by positivity)
  have h1 : ∀ r, densityKinetic G w (u r) ≤ K / (2 * w ^ 2) := fun r =>
    div_le_div_of_nonneg_right (hK r) (by positivity)
  rw [abs_le]
  constructor <;> linarith [h0 s, h0 t, h1 s, h1 t]

/-- A linear density response `ρ = R - n/2` for one nucleus and one density variable. -/
def toyDensity (R n : Fin 1 → ℝ) : Fin 1 → ℝ := fun _ => R 0 - n 0 / 2

/-- The nuclear force `-n/2` of the linear model. -/
def toyForce (_R n : Fin 1 → ℝ) : Fin 1 → ℝ := fun _ => -(n 0 / 2)

/-- The shadow potential `R n / 2 - 3 n² / 8` of the linear model. -/
def toyShadow (R n : Fin 1 → ℝ) : ℝ := 1 / 2 * (R 0 * n 0) - 3 / 8 * (n 0 * n 0)

/-- The linear model with `G = 1/2` and `M = w = 1` has a shadow potential in the above sense, and
`R = cos t`, `n = 2 cos t` solves its equations of motion. -/
theorem linearModel_witness :
    IsShadowPotential !![1 / 2] toyDensity toyForce toyShadow ∧
    IsTrajectory (fun _ => 1) 1 toyDensity toyForce (fun t _ => Real.cos t)
      (fun t _ => -Real.sin t) (fun t _ => 2 * Real.cos t) (fun t _ => -(2 * Real.sin t)) := by
  constructor
  · intro R n
    let a : (Fin 1 → ℝ) × (Fin 1 → ℝ) →L[ℝ] ℝ :=
      (ContinuousLinearMap.proj (R := ℝ) (φ := fun _ : Fin 1 => ℝ) 0).comp
        (ContinuousLinearMap.fst ℝ (Fin 1 → ℝ) (Fin 1 → ℝ))
    let b : (Fin 1 → ℝ) × (Fin 1 → ℝ) →L[ℝ] ℝ :=
      (ContinuousLinearMap.proj (R := ℝ) (φ := fun _ : Fin 1 => ℝ) 0).comp
        (ContinuousLinearMap.snd ℝ (Fin 1 → ℝ) (Fin 1 → ℝ))
    have ha : HasFDerivAt (fun p : (Fin 1 → ℝ) × (Fin 1 → ℝ) => p.1 0) a (R, n) :=
      a.hasFDerivAt
    have hb : HasFDerivAt (fun p : (Fin 1 → ℝ) × (Fin 1 → ℝ) => p.2 0) b (R, n) :=
      b.hasFDerivAt
    refine ⟨_, ((ha.mul hb).const_mul (1 / 2)).sub ((hb.mul hb).const_mul (3 / 8)), ?_⟩
    intro x y
    simp [a, b, Matrix.mulVec, dotProduct, toyForce, toyDensity]
    ring
  · refine ⟨fun t => hasDerivAt_pi.2 fun _ => Real.hasDerivAt_cos t,
      fun t => hasDerivAt_pi.2 fun _ => (Real.hasDerivAt_sin t).fun_neg.congr_deriv ?_,
      fun t => hasDerivAt_pi.2 fun _ => ((Real.hasDerivAt_cos t).const_mul 2).congr_deriv ?_,
      fun t => hasDerivAt_pi.2 fun _ =>
        ((Real.hasDerivAt_sin t).const_mul 2).fun_neg.congr_deriv ?_⟩
    · simp only [toyForce]
      ring
    · simp
    · simp only [toyDensity, Pi.smul_apply, Pi.sub_apply, smul_eq_mul]
      ring

/-- Along the trajectory `R = cos t`, `n = 2 cos t` of the linear model with unit mass, the usual
energy is `sin² t - 1/2`. -/
theorem linearModel_physicalEnergy (t : ℝ) :
    physicalEnergy (fun _ => 1) toyShadow (fun _ => Real.cos t) (fun _ => -Real.sin t)
      (fun _ => 2 * Real.cos t) = Real.sin t ^ 2 - 1 / 2 := by
  simp only [physicalEnergy, toyShadow, Finset.univ_unique, Finset.sum_singleton]
  linear_combination (-1 / 2) * Real.sin_sq_add_cos_sq t

end

end ExtendedLagrangianBO
```

```lean
#print axioms ExtendedLagrangianBO.extendedEnergy_conserved
-- 'ExtendedLagrangianBO.extendedEnergy_conserved' depends on axioms: [propext, Classical.choice, Quot.sound]
#print axioms ExtendedLagrangianBO.physicalEnergy_fluctuation_le
-- 'ExtendedLagrangianBO.physicalEnergy_fluctuation_le' depends on axioms: [propext, Classical.choice, Quot.sound]
#print axioms ExtendedLagrangianBO.linearModel_physicalEnergy
-- 'ExtendedLagrangianBO.linearModel_physicalEnergy' depends on axioms: [propext, Classical.choice, Quot.sound]
```

## From the two rates to a constant

`physicalEnergy_rate` is the calculation of $E'$. The step `comp_hasDerivAt` applies the chain rule to $U$ along the pair $(R,n)$, giving `L (V t, u t)`. The kinetic energy is differentiated term by term, and `hm` uses the nonzero mass to turn $M_i(F_i/M_i)$ into $F_i$. Rewriting with `hLf` inserts the two gradients, and `ring` cancels the power of the nuclear force. Neither the symmetry of $G$ nor the value of $w$ enters here.

`densityKinetic_rate` is the calculation of $T'$. Its local result `hsymm` is $\langle a,Gb\rangle=\langle b,Ga\rangle$, obtained from `hG`. The result `hquad` is the product rule for $\sum_iu_i\sum_jG_{ij}u_j$, with both indices running over density variables. The density equation is then substituted, and `div_eq_iff` clears the denominator $2w^2$, which is nonzero by `hw`.

`extendedEnergy_conserved` subtracts the two equal rates. The resulting zero derivative is passed to `is_const_of_deriv_eq_zero`, which gives equality at any two times. `physicalEnergy_fluctuation` rearranges that equality. `physicalEnergy_fluctuation_le` places both values of $T$ in the interval from $0$ to $K/(2w^2)$ through `h0` and `h1`, and `linarith` bounds their difference.

For the linear model, `linearModel_witness` builds the derivative of $U$ from the coordinate projections `a` and `b`, then checks the four first-order equations with the derivatives of sine and cosine. `linearModel_physicalEnergy` reduces the energy to $\sin^2t-\tfrac12$ by means of $\sin^2t+\cos^2t=1$.
